# For Hermitian matrices H(t) with Lipschitz constant L and ħ = 1, freezing H at the left end of N equal slices of [0,T] changes the propagator by at most LT²/(2N) in operator norm

## Does a field that always lags behind spoil a long simulation?

A spin sits in a strong static magnetic field while a weaker transverse field is slowly ramped up and rotated. I simulate it by cutting the time from 0 to T into N equal slices. In each slice I hold the Hamiltonian at its value at the start of the slice and apply the exact exponential.

My Hamiltonian is therefore always out of date, and always in the same direction. The Hamiltonians at different times don't commute, so I can't just compare phases. General error estimates for differential equations also tend to contain a factor like exp(‖H‖T), which is enormous here because of the static field. Do the early errors really get amplified like that, and does the strong field force me to use tiny slices?

## Errors add without growing, and H enters the bound only through its rate of change

No to both. Set ħ = 1, let U be the propagator, so that iU′ = H(t)U and U(0) = 1, and let L bound how fast the Hamiltonian changes:

‖H(s) − H(t)‖ ≤ L|s − t|.

Then the product of N ≥ 1 frozen exponentials differs from U(T) by at most LT²/(2N) in operator norm. Your static field drops out of H(s) − H(t), so it doesn't enter L.

Evolution is a contraction. Since H is Hermitian,

(U†U)′ = iU†HU − iU†HU = 0,

so U†U keeps its initial value 1 and ‖U(t)‖ ≤ 1. A frozen exponential is the propagator of a constant Hamiltonian, so its norm is at most 1 too.

Now take one slice [a,b]. Evolve exactly up to a time s, then with the frozen Hamiltonian up to b:

W(s) = exp(−i(b−s)H(a)) U(s).

At s = b this is U(b), and at s = a it is the frozen step applied to U(a). The product rule gives

W′(s) = i exp(−i(b−s)H(a)) (H(a) − H(s)) U(s).

A sign is easily lost here. Because s enters the exponent as b − s, the first factor contributes +iH(a). With the wrong sign one finds H(a) + H(s), which tends to 2H(a) as s approaches a, and unless H(a) = 0 the second-order estimate is gone. With the right sign, ‖W′(s)‖ ≤ L(s−a), and integrating from a to b bounds the error of the slice by L(b−a)²/2.

For the whole run, put h = T/N, let Eₖ = exp(−ihH(kh)), and let Pₖ be the product of the first k steps, with P₀ = 1 and Pₖ₊₁ = EₖPₖ. Then

U((k+1)h) − Pₖ₊₁ = [U((k+1)h) − EₖU(kh)] + Eₖ[U(kh) − Pₖ].

The first bracket is a new slice error, at most Lh²/2. The second is the old error, which Eₖ cannot enlarge. After N steps the total is at most

N · Lh²/2 = LT²/(2N).

Your worry about a one-sided lag is justified in one respect: the errors can all add up. For the scalar ramp H(t) = Lt, the exact phase is −LT²/2, while the frozen phases sum to

−Lh²(0 + 1 + … + (N−1)) = −LT²/2 + LT²/(2N).

The error is therefore exactly 2|sin(LT²/(4N))|, and for L, T > 0 its ratio to the bound tends to 1 as N grows. With a single level this is only a global phase, which no measurement detects. For a spin with H(t) = Lt·diag(1, −1), however, the two levels acquire opposite phase errors: the operator error is the same, and the relative phase is off by LT²/N.

Hermiticity matters because it excludes gain. Take the scalar H(t) = ig + Lt with g > 0. Both the exact and the sliced evolution pick up a factor exp(gT), and so does the error. For L = T = N = g = 1 it is 2e·sin(1/4) ≈ 1.35, against a bound of 0.5. This example refutes the bound for Hamiltonians with gain; with loss, g < 0, its error only shrinks.

Here is the argument in Lean 4 with Mathlib.

```lean
import Mathlib

open Set
open Complex (I)
open scoped Matrix.Norms.L2Operator

namespace LeftEndpointTimeSlicing

noncomputable section

variable {A : Type*} [NormedRing A] [NormedAlgebra ℂ A]

/-- `U` is the propagator of `H` on `[0,T]`: it starts at the identity and obeys the
Schrödinger equation `U' = -i H(t) U`. -/
structure IsPropagator (H U : ℝ → A) (T : ℝ) : Prop where
  initial : U 0 = 1
  schrodinger : ∀ t ∈ Icc 0 T, HasDerivWithinAt U (-(I • (H t * U t))) (Icc 0 T) t

/-- Evolution for a time `h` under the constant Hamiltonian `K`: the exponential of `-i h K`. -/
def frozenStep (K : A) (h : ℝ) : A := NormedSpace.exp ((-(I * (h : ℂ))) • K)

/-- The time-ordered product of `k` steps of length `h`, later times to the left, with the
Hamiltonian frozen at the left endpoint of each step. -/
def frozenProduct (H : ℝ → A) (h : ℝ) : ℕ → A
  | 0 => 1
  | k + 1 => frozenStep (H (k * h)) h * frozenProduct H h k

/-- The frozen step is the exponential of the time `h` times the generator `-i K`. -/
theorem frozenStep_eq (K : A) (h : ℝ) :
    frozenStep K h = NormedSpace.exp (h • (-(I • K))) := by
  rw [frozenStep, ← Complex.coe_smul, smul_neg, smul_smul, neg_smul, mul_comm]

variable [CompleteSpace A]

/-- The exponential of `-i t K` is the propagator of the constant Hamiltonian `K`. -/
theorem frozenStep_isPropagator (K : A) (T : ℝ) :
    IsPropagator (fun _ => K) (frozenStep K) T := by
  have hf : frozenStep K = fun t : ℝ => NormedSpace.exp (t • (-(I • K))) :=
    funext (frozenStep_eq K)
  refine ⟨by simp [frozenStep], fun t _ => ?_⟩
  rw [hf]
  exact (hasDerivAt_exp_smul_const' (-(I • K)) t).hasDerivWithinAt.congr_deriv
    (by simp only [neg_mul, smul_mul_assoc])

variable [StarRing A] [CStarRing A] [StarModule ℂ A]
variable {H U : ℝ → A} {T L : ℝ}

omit [CompleteSpace A] in
/-- The propagator of a self-adjoint Hamiltonian conserves probability: `U† U = 1`. -/
theorem IsPropagator.star_mul_self (hU : IsPropagator H U T)
    (hH : ∀ t ∈ Icc 0 T, IsSelfAdjoint (H t)) {t : ℝ} (ht : t ∈ Icc 0 T) :
    star (U t) * U t = 1 := by
  -- the two terms of the product rule cancel
  have hd : ∀ s ∈ Icc 0 T,
      HasDerivWithinAt (fun r => star (U r) * U r) 0 (Icc 0 T) s := by
    intro s hs
    have h := hU.schrodinger s hs
    refine (h.star.mul h).congr_deriv ?_
    simp only [star_neg, star_smul, star_mul, (hH s hs).star_eq, Complex.star_def,
      Complex.conj_I, neg_smul, neg_neg, smul_mul_assoc, mul_neg, mul_smul_comm,
      mul_assoc, add_neg_cancel]
  have hc := constant_of_has_deriv_right_zero
    (fun s hs => (hd s hs).continuousWithinAt)
    (fun s hs => (hd s (Ico_subset_Icc_self hs)).mono_of_mem_nhdsWithin
      (Icc_mem_nhdsGE_of_mem hs)) t ht
  simpa [hU.initial] using hc

omit [CompleteSpace A] in
/-- The propagator of a self-adjoint Hamiltonian has norm at most one. -/
theorem IsPropagator.norm_le_one (hU : IsPropagator H U T)
    (hH : ∀ t ∈ Icc 0 T, IsSelfAdjoint (H t)) {t : ℝ} (ht : t ∈ Icc 0 T) :
    ‖U t‖ ≤ 1 := by
  have h1 : ‖star (U t) * U t‖ = ‖U t‖ * ‖U t‖ := CStarRing.norm_star_mul_self
  have h2 : ‖star (1 : A) * 1‖ = ‖(1 : A)‖ * ‖(1 : A)‖ := CStarRing.norm_star_mul_self
  rw [hU.star_mul_self hH ht] at h1
  rw [star_one, one_mul] at h2
  have h3 : ‖(1 : A)‖ ≤ 1 := by nlinarith
  nlinarith

/-- Local error: for a self-adjoint Hamiltonian with Lipschitz constant `L`, freezing it at the
left end of a slice `[a,b]` of `[0,T]` costs at most `L (b-a)² / 2`. -/
theorem step_error (hU : IsPropagator H U T)
    (hH : ∀ t ∈ Icc 0 T, IsSelfAdjoint (H t))
    (hL : ∀ s ∈ Icc 0 T, ∀ t ∈ Icc 0 T, ‖H s - H t‖ ≤ L * |s - t|)
    {a b : ℝ} (ha : 0 ≤ a) (hab : a ≤ b) (hb : b ≤ T) :
    ‖U b - frozenStep (H a) (b - a) * U a‖ ≤ L * (b - a) ^ 2 / 2 := by
  have haT : a ∈ Icc 0 T := ⟨ha, hab.trans hb⟩
  have hE : ∀ s, HasDerivAt (fun r => frozenStep (H a) (b - r))
      (frozenStep (H a) (b - s) * (I • H a)) s := by
    intro s
    simp only [frozenStep_eq]
    exact ((hasDerivAt_exp_smul_const (-(I • H a)) (b - s)).comp_const_sub b s).congr_deriv
      (by rw [mul_neg, neg_neg])
  -- evolve exactly up to time s, then with the frozen Hamiltonian up to time b
  have hW : ∀ s ∈ Icc a b, HasDerivWithinAt
      (fun r => frozenStep (H a) (b - r) * U r - frozenStep (H a) (b - a) * U a)
      (frozenStep (H a) (b - s) * (I • ((H a - H s) * U s))) (Icc a b) s := by
    intro s hs
    have hu := (hU.schrodinger s ⟨ha.trans hs.1, hs.2.trans hb⟩).mono (Icc_subset_Icc ha hb)
    refine (((hE s).hasDerivWithinAt.mul hu).sub_const _).congr_deriv ?_
    rw [sub_mul, smul_sub, mul_sub, mul_neg, ← sub_eq_add_neg]
    simp only [smul_mul_assoc, mul_smul_comm, mul_assoc]
  have hB : ∀ x, HasDerivAt (fun s => L / 2 * ((s - a) * (s - a))) (L * (x - a)) x := by
    intro x
    have h : HasDerivAt (fun s : ℝ => s - a) 1 x := (hasDerivAt_id x).sub_const a
    refine ((h.mul h).const_mul (L / 2)).congr_deriv ?_
    show L / 2 * (1 * (x - a) + (x - a) * 1) = L * (x - a)
    ring
  have key := image_norm_le_of_norm_deriv_right_le_deriv_boundary
    (fun s hs => (hW s hs).continuousWithinAt)
    (fun s hs => (hW s (Ico_subset_Icc_self hs)).mono_of_mem_nhdsWithin
      (Icc_mem_nhdsGE_of_mem hs))
    (by simp) hB
    (fun s hs => by
      have hsT : s ∈ Icc 0 T := ⟨ha.trans hs.1, hs.2.le.trans hb⟩
      have h1 : ‖frozenStep (H a) (b - s)‖ ≤ 1 :=
        (frozenStep_isPropagator (H a) (b - s)).norm_le_one (fun _ _ => hH a haT)
          (right_mem_Icc.2 (sub_nonneg.2 hs.2.le))
      calc ‖frozenStep (H a) (b - s) * (I • ((H a - H s) * U s))‖
          ≤ ‖frozenStep (H a) (b - s)‖ * ‖I • ((H a - H s) * U s)‖ := norm_mul_le _ _
        _ ≤ 1 * ‖I • ((H a - H s) * U s)‖ :=
            mul_le_mul_of_nonneg_right h1 (norm_nonneg _)
        _ = ‖(H a - H s) * U s‖ := by rw [norm_smul, Complex.norm_I, one_mul, one_mul]
        _ ≤ ‖H a - H s‖ * ‖U s‖ := norm_mul_le _ _
        _ ≤ ‖H a - H s‖ * 1 :=
            mul_le_mul_of_nonneg_left (hU.norm_le_one hH hsT) (norm_nonneg _)
        _ ≤ L * |a - s| := by rw [mul_one]; exact hL a haT s hsT
        _ = L * (s - a) := by rw [abs_sub_comm, abs_of_nonneg (sub_nonneg.2 hs.1)])
    (right_mem_Icc.2 hab)
  have h0 : frozenStep (H a) (b - b) = 1 := by
    rw [sub_self]; exact (frozenStep_isPropagator (H a) T).initial
  simp only [h0, one_mul] at key
  exact key.trans_eq (by ring)

/-- Accumulated error: for a self-adjoint Hamiltonian with Lipschitz constant `L`, after `k`
steps of length `h ≥ 0` within `[0,T]` the error is at most `k L h² / 2`. -/
theorem frozenProduct_error (hU : IsPropagator H U T)
    (hH : ∀ t ∈ Icc 0 T, IsSelfAdjoint (H t))
    (hL : ∀ s ∈ Icc 0 T, ∀ t ∈ Icc 0 T, ‖H s - H t‖ ≤ L * |s - t|)
    {h : ℝ} (hh : 0 ≤ h) (k : ℕ) (hk : k * h ≤ T) :
    ‖U (k * h) - frozenProduct H h k‖ ≤ k * (L * h ^ 2 / 2) := by
  induction k with
  | zero => simp [frozenProduct, hU.initial]
  | succ k ih =>
    have e : ((k + 1 : ℕ) : ℝ) * h = k * h + h := by push_cast; ring
    rw [e] at hk ⊢
    have h0 : 0 ≤ (k : ℝ) * h := by positivity
    have hkT : (k : ℝ) * h ≤ T := by linarith
    have hs := step_error hU hH hL h0 (le_add_of_nonneg_right hh) hk
    rw [add_sub_cancel_left] at hs
    have h1 : ‖frozenStep (H (k * h)) h‖ ≤ 1 :=
      (frozenStep_isPropagator (H (k * h)) h).norm_le_one
        (fun _ _ => hH _ ⟨h0, hkT⟩) (right_mem_Icc.2 hh)
    -- new local error plus the old error carried along by a contraction
    have split : U (k * h + h) - frozenProduct H h (k + 1)
        = (U (k * h + h) - frozenStep (H (k * h)) h * U (k * h))
          + frozenStep (H (k * h)) h * (U (k * h) - frozenProduct H h k) := by
      rw [frozenProduct, mul_sub]; abel
    have h2 := (norm_mul_le (frozenStep (H (k * h)) h)
      (U (k * h) - frozenProduct H h k)).trans
      (mul_le_mul_of_nonneg_right h1 (norm_nonneg _))
    rw [split]
    refine (norm_add_le _ _).trans ?_
    push_cast
    linarith [ih hkT]

/-- For Hermitian matrices `H(t)` with operator-norm Lipschitz constant `L` on `[0,T]`, the
time-ordered product of `N ≥ 1` left-endpoint exponentials differs from the propagator `U(T)`
by at most `L T² / (2N)` in operator norm. -/
theorem left_endpoint_error {n : Type*} [Fintype n] [DecidableEq n]
    {H U : ℝ → Matrix n n ℂ} {T L : ℝ} (hT : 0 ≤ T) (hU : IsPropagator H U T)
    (hH : ∀ t ∈ Icc 0 T, (H t).IsHermitian)
    (hL : ∀ s ∈ Icc 0 T, ∀ t ∈ Icc 0 T, ‖H s - H t‖ ≤ L * |s - t|)
    {N : ℕ} (hN : 0 < N) :
    ‖U T - frozenProduct H (T / N) N‖ ≤ L * T ^ 2 / (2 * N) := by
  have hN' : (N : ℝ) ≠ 0 := by positivity
  have e : (N : ℝ) * (T / N) = T := mul_div_cancel₀ T hN'
  have h := frozenProduct_error hU (fun t ht => (hH t ht).isSelfAdjoint) hL
    (h := T / N) (by positivity) N e.le
  rw [e] at h
  exact h.trans_eq (by field_simp)

/-- The scalar ramp `H(t) = L t` has the propagator `exp(-i L t² / 2)`. -/
theorem ramp_isPropagator (L T : ℝ) :
    IsPropagator (fun t : ℝ => ((L * t : ℝ) : ℂ))
      (fun t : ℝ => Complex.exp (-(I * (L / 2)) * ((t : ℂ) * t))) T := by
  refine ⟨by simp, fun t _ => ?_⟩
  have g : HasDerivAt (fun s : ℝ => (s : ℂ)) 1 t := Complex.ofRealCLM.hasDerivAt
  refine (((g.mul g).const_mul (-(I * (L / 2)))).cexp).hasDerivWithinAt.congr_deriv ?_
  show Complex.exp (-(I * (L / 2)) * ((t : ℂ) * t)) * (-(I * (L / 2)) * (1 * t + t * 1))
    = -(I * (((L * t : ℝ) : ℂ) * Complex.exp (-(I * (L / 2)) * ((t : ℂ) * t))))
  push_cast
  ring

/-- For the scalar ramp `H(t) = L t` and `N ≥ 1` steps, the left-endpoint product misses
`exp(-i L T² / 2)` by exactly `2 |sin(L T² / (4N))|`. -/
theorem ramp_error (L T : ℝ) {N : ℕ} (hN : 0 < N) :
    ‖Complex.exp (-(I * (L / 2)) * ((T : ℂ) * T))
      - frozenProduct (fun t : ℝ => ((L * t : ℝ) : ℂ)) (T / N) N‖
      = 2 * |Real.sin (L * T ^ 2 / (4 * N))| := by
  -- the frozen phases add up to an arithmetic series
  have closed : ∀ (h : ℝ) (k : ℕ), frozenProduct (fun t : ℝ => ((L * t : ℝ) : ℂ)) h k
      = Complex.exp (-(I * (L * h ^ 2 * k * (k - 1) / 2))) := by
    intro h k
    induction k with
    | zero => simp [frozenProduct]
    | succ k ih =>
      rw [frozenProduct, ih, frozenStep, ← Complex.exp_eq_exp_ℂ, ← Complex.exp_add]
      congr 1
      simp only [smul_eq_mul]
      push_cast
      ring
  have hN' : (N : ℂ) ≠ 0 := Nat.cast_ne_zero.2 hN.ne'
  have hA : -(I * (L / 2)) * ((T : ℂ) * T) = ((-(L * T ^ 2 / 2) : ℝ) : ℂ) * I := by
    push_cast; ring
  have hB : -(I * (L * ((T / N : ℝ) : ℂ) ^ 2 * N * (N - 1) / 2))
      = ((-(L * T ^ 2 / 2) : ℝ) : ℂ) * I + I * ((L * T ^ 2 / (2 * N) : ℝ) : ℂ) := by
    push_cast
    field_simp
    ring
  rw [closed, hA, hB, Complex.exp_add, ← mul_one_sub, norm_mul,
    Complex.norm_exp_ofReal_mul_I, one_mul, norm_sub_rev,
    Complex.norm_exp_I_mul_ofReal_sub_one, Real.norm_eq_abs, abs_mul, abs_two,
    show L * T ^ 2 / (2 * (N : ℝ)) / 2 = L * T ^ 2 / (4 * N) by ring]

end

end LeftEndpointTimeSlicing
```

```lean
#print axioms LeftEndpointTimeSlicing.left_endpoint_error
#print axioms LeftEndpointTimeSlicing.ramp_isPropagator
#print axioms LeftEndpointTimeSlicing.ramp_error
```

```
'LeftEndpointTimeSlicing.left_endpoint_error' depends on axioms: [propext, Classical.choice, Quot.sound]
'LeftEndpointTimeSlicing.ramp_isPropagator' depends on axioms: [propext, Classical.choice, Quot.sound]
'LeftEndpointTimeSlicing.ramp_error' depends on axioms: [propext, Classical.choice, Quot.sound]
```

The statement that answers your question is `left_endpoint_error`. The finite type `n` labels the basis states, and `H` and `U` assign a complex matrix to each real time, although the hypotheses constrain them only on `Icc 0 T`, the interval [0,T]. `IsPropagator H U T` contains the initial value and the Schrödinger equation, with one-sided derivatives at the ends. `hH` says that each H(t) is Hermitian, and `hL` is the Lipschitz condition, a limit on how quickly the drive may change the Hamiltonian.

`frozenStep K h` is exp(−ihK), and `frozenProduct H h k` is Pₖ, with later times on the left. In `frozenProduct H (T / N) N` the last Hamiltonian used is the one at (N−1)T/N. The opened scope `Matrix.Norms.L2Operator` makes ‖·‖ the operator norm, so the bound also limits the error of the evolved state for every normalised initial state.

The existence of U is assumed through `hU`, not derived. The main theorem is about finite matrices; the lemmas leading to it hold in a complex unital C*-algebra, which includes bounded operators on a Hilbert space but not unbounded Hamiltonians. Each exponential is taken as exact, so splitting it into kinetic and potential factors, or rounding it, adds errors of its own.

In the proof, `frozenStep_eq` rewrites the exponential in the form for which Mathlib knows the derivative, and `frozenStep_isPropagator` identifies it as the propagator of a constant Hamiltonian. `IsPropagator.star_mul_self` is the calculation of (U†U)′: `simp` cancels the two terms, and a function with zero derivative is constant. `IsPropagator.norm_le_one` then uses the C*-identity ‖U†U‖ = ‖U‖². It needs only ‖1‖ ≤ 1, which also holds for matrices of size zero. Together these lemmas bound both the exact and the frozen evolution.

`step_error` treats one slice. Inside it, `hE` differentiates the frozen factor, with the sign discussed above, and `hW` gives the derivative of W(s) − W(a). Instead of integrating, the proof compares the norm of this difference with L(s−a)²/2, whose derivative is supplied by `hB`. Both start at zero, and Mathlib's `image_norm_le_of_norm_deriv_right_le_deriv_boundary` turns the inequality between the derivatives into one between the functions. The `calc` block is the estimate ‖W′(s)‖ ≤ L(s−a).

`frozenProduct_error` is the induction over k. Its equation `split` is the decomposition into new and inherited error, and contractivity of the frozen step controls the inherited part. `left_endpoint_error` sets h = T/N and simplifies.

The ramp is treated in the complex numbers themselves. `ramp_isPropagator` verifies its propagator by differentiation. In `ramp_error`, the auxiliary statement `closed` sums the frozen phases by induction, and the distance between two points on the unit circle gives the sine.

For a closed system in a finite orthonormal basis with a prescribed Lipschitz drive, such as your spin, this gives a usable slice count: N ≥ LT²/(2ε) slices keep the operator error below or equal to ε > 0, provided the individual exponentials are exact; errors in evaluating them come on top. A strong static field may make those exponentials harder to evaluate, but it doesn't raise this count.
